# The radius of convergence of the Taylor series of the Fermi function

Take non-interacting electrons that exchange energy and particles with a reservoir at temperature T, and among their states a single level: one spin-orbital that is an eigenstate of the one-particle Hamiltonian, with energy ε measured from the chemical potential. Let τ = kT > 0, with k the Boltzmann constant. The mean occupation of the level is f(ε), where

  f(z) = 1 / (1 + exp(z/τ)).

On the real axis f is smooth and lies between 0 and 1, and its expansion about 0 begins

  f(z) = 1/2 − z/(4τ) + z³/(48τ³) − …

At ε = 4τ the occupation is the unremarkable number 1/(1 + e⁴), yet the partial sums have no limit there. The cause lies off the real axis. At z = iπτ we have exp(z/τ) = exp(iπ) = −1, so the denominator vanishes. A power series converges on a disc, the disc about 0 stops at this point, and its radius πτ is less than 4τ.

## The claim and its derivation

Let c be a real expansion centre, and define

  zₙ = iπτ(2n + 1) for integer n,
  R = √(c² + (πτ)²),
  aₙ = f⁽ⁿ⁾(c)/n! for n = 0, 1, 2, …,
  T_N(z) = Σ_{n<N} aₙ (z − c)ⁿ.

The claim is that the zₙ are exactly the zeros of 1 + exp(z/τ), that the power series of f at c has radius of convergence exactly R, which is πτ at c = 0, and that the matrix polynomials T_N(H) have no limit once a matrix H has an eigenvalue ε with |ε − c| > R. For non-interacting electrons in a finite orthonormal basis of spin-orbitals, the one-particle density matrix in the grand canonical ensemble is f(H), where H is the one-particle Hamiltonian minus the chemical potential times the identity. The result limits where the Taylor expansion of this matrix, built from matrix products, can converge.

Step 1. The equation 1 + exp(z/τ) = 0 reads exp(z/τ) = exp(iπ). Two exponentials agree exactly when the exponents differ by an integer multiple of 2πi, so z/τ = iπ + 2πin, that is z = zₙ.

Step 2. Since c is real and zₙ is imaginary,

  |zₙ − c|² = c² + (πτ)²(2n + 1)² ≥ c² + (πτ)² = R²,

because the square of an odd integer is at least 1. Equality holds at n = 0. The denominator therefore has no zero in the open disc |z − c| < R.

Step 3. For any coefficients aₙ, suppose aₙwⁿ → 0 for a complex w ≠ 0. Then |aₙ||w|ⁿ ≤ C for some constant C, and for |y| < |w|

  |aₙyⁿ| ≤ C (|y|/|w|)ⁿ,

a convergent geometric series. The radius is at least |w|, which for w = 0 says nothing.

Step 4. By step 2, f is holomorphic on the open disc, so Taylor's theorem for holomorphic functions gives Σ aₙyⁿ = f(c + y) for |y| < R. The radius is at least R.

Step 5. Suppose the radius exceeded R. The sum g(y) = Σ aₙyⁿ would be continuous at y₀ = z₀ − c, where |y₀| = R. For |y| < R,

  g(y) · (1 + exp((c + y)/τ)) = 1.

Let y → y₀ from inside the disc. The left side tends to g(y₀) · 0, so 0 = 1. The radius is exactly R.

Step 6. If T_N(z) had a limit, then T_{N+1}(z) − T_N(z) = a_N (z − c)^N → 0, and steps 3 and 5 give |z − c| ≤ R. For |z − c| > R there is no limit.

Step 7. Let Hv = εv with v ≠ 0. Then (H − c·1)v = (ε − c)v, by induction (H − c·1)ⁿv = (ε − c)ⁿv, and so T_N(H)v = T_N(ε)v. Choose a component i with vᵢ ≠ 0. If T_N(H) → L, then

  T_N(ε) = (T_N(H)v)ᵢ / vᵢ → (Lv)ᵢ / vᵢ,

which step 6 forbids when |ε − c| > R.

An easy mistake is to carry the value πτ to every centre and conclude that a spectrum of half-width above πτ always defeats the expansion. The bound is on the distance from c, and R grows with |c|: for c = 10τ the disc has radius √(100 + π²) τ and contains the whole interval from 0 to 20τ.

## The formal development

```lean
import Mathlib

open Filter Topology
open scoped Real ENNReal NNReal Matrix

namespace FermiTaylorRadius

noncomputable section
```

The energy z is complex and τ is real; `fermi τ z` is f(z) with the chemical potential at zero. At a pole Lean evaluates 1/0 as 0, so the value of `fermi` there is finite and meaningless, and step 5 is accordingly built on the denominator and the sum of the series.

```lean
/-- The Fermi function `1 / (1 + exp (z / τ))` of a complex energy `z`, with `τ = kT`. -/
def fermi (τ : ℝ) (z : ℂ) : ℂ := 1 / (1 + Complex.exp (z / τ))
```

`pole τ n` is zₙ with n an integer, and `reach τ c` is R.

```lean
/-- The imaginary energy `i π τ (2 n + 1)`. -/
def pole (τ : ℝ) (n : ℤ) : ℂ := ((π * τ * (2 * n + 1) : ℝ) : ℂ) * Complex.I

/-- The length `√(c² + (π τ)²)` for a real expansion centre `c`. -/
def reach (τ c : ℝ) : ℝ := Real.sqrt (c ^ 2 + (π * τ) ^ 2)
```

`taylorCoeff τ c n` is aₙ, with `iteratedDeriv n` the n-th complex derivative. Mathlib represents a power series as a sequence of n-linear maps, and `FormalMultilinearSeries.ofScalars` builds the one whose n-th term at y is aₙyⁿ.

```lean
/-- The `n`-th Taylor coefficient of the Fermi function at the real energy `c`. -/
def taylorCoeff (τ c : ℝ) (n : ℕ) : ℂ := iteratedDeriv n (fermi τ) c / (n.factorial : ℂ)

/-- The Taylor series of the Fermi function at `c`. -/
def taylorSeries (τ c : ℝ) : FormalMultilinearSeries ℂ ℂ ℂ :=
  FormalMultilinearSeries.ofScalars ℂ (taylorCoeff τ c)
```

`taylorPoly τ c N z` is T_N(z). It has N terms, n = 0, …, N − 1, so T₀ = 0 and T₁ = f(c). `taylorMat τ c N H` is T_N(H) for a complex square matrix whose rows and columns are labelled by a finite type `m`.

```lean
/-- The Taylor polynomial with `N` terms, evaluated at the energy `z`. -/
def taylorPoly (τ c : ℝ) (N : ℕ) (z : ℂ) : ℂ :=
  ∑ n ∈ Finset.range N, taylorCoeff τ c n * (z - c) ^ n

/-- The Taylor polynomial with `N` terms, evaluated at the matrix `H`. -/
def taylorMat {m : Type*} [Fintype m] [DecidableEq m] (τ c : ℝ) (N : ℕ) (H : Matrix m m ℂ) :
    Matrix m m ℂ :=
  ∑ n ∈ Finset.range N, taylorCoeff τ c n • (H - (c : ℂ) • (1 : Matrix m m ℂ)) ^ n
```

Step 1 needs only τ ≠ 0. The equivalence `h` rewrites −1 as exp(iπ), `Complex.exp_eq_exp_iff_exists_int` supplies the integer n, and `div_eq_iff` multiplies through by τ.

```lean
/-- The zeros of `1 + exp (z / τ)` are exactly the points `i π τ (2 n + 1)`, `n` an integer. -/
theorem denominator_eq_zero_iff {τ : ℝ} (hτ : τ ≠ 0) (z : ℂ) :
    1 + Complex.exp (z / τ) = 0 ↔ ∃ n : ℤ, z = pole τ n := by
  have hτ' : (τ : ℂ) ≠ 0 := Complex.ofReal_ne_zero.2 hτ
  have h : 1 + Complex.exp (z / τ) = 0 ↔ Complex.exp (z / τ) = Complex.exp (π * Complex.I) := by
    rw [Complex.exp_pi_mul_I]
    constructor <;> intro h <;> linear_combination h
  rw [h, Complex.exp_eq_exp_iff_exists_int]
  refine exists_congr fun n => ?_
  rw [div_eq_iff hτ']
  unfold pole
  push_cast
  constructor <;> intro h <;> linear_combination h
```

In step 2, `key` is |iy − c| = √(c² + y²) for real y, and `h3` is 1 ≤ (2n + 1)². The statement places no condition on τ. The next lemma combines it with step 1 to keep the denominator non-zero inside the disc.

```lean
/-- Every point `i π τ (2 n + 1)` lies at distance at least `√(c² + (π τ)²)` from the real
centre `c`, and `i π τ` lies at exactly this distance. -/
theorem nearest_pole (τ c : ℝ) :
    (∀ n : ℤ, reach τ c ≤ ‖pole τ n - c‖) ∧ ‖pole τ 0 - c‖ = reach τ c := by
  have key : ∀ y : ℝ, ‖(y : ℂ) * Complex.I - c‖ = Real.sqrt (c ^ 2 + y ^ 2) := by
    intro y
    rw [Complex.norm_def, Complex.normSq_apply]
    congr 1
    simp [sq]
  refine ⟨fun n => ?_, ?_⟩
  · have h0 : 2 * n + 1 ≠ 0 := by omega
    have h1 : 0 < (2 * n + 1) ^ 2 := lt_of_le_of_ne (sq_nonneg _) (pow_ne_zero 2 h0).symm
    have h2 : 1 ≤ (2 * n + 1) ^ 2 := by linarith
    have h3 : (1 : ℝ) ≤ (2 * (n : ℝ) + 1) ^ 2 := by exact_mod_cast h2
    rw [pole, key, reach]
    apply Real.sqrt_le_sqrt
    nlinarith [mul_le_mul_of_nonneg_left h3 (sq_nonneg (π * τ))]
  · rw [pole, key, reach]
    simp

/-- The denominator of the Fermi function has no zero closer to `c` than `√(c² + (π τ)²)`. -/
theorem denominator_ne_zero {τ c : ℝ} (hτ : 0 < τ) {z : ℂ} (hz : ‖z - c‖ < reach τ c) :
    1 + Complex.exp (z / τ) ≠ 0 := by
  intro h
  obtain ⟨n, rfl⟩ := (denominator_eq_zero_iff hτ.ne' z).1 h
  exact absurd hz (not_lt.2 ((nearest_pole τ c).1 n))
```

The radius of a series is an extended non-negative real, possibly ∞, and `ENNReal.ofReal` embeds a real length into that type. Mathlib defines the radius as the supremum of the r for which |aₙ|rⁿ stays bounded, so step 3 reduces to taking norms of the hypothesis and applying `FormalMultilinearSeries.le_radius_of_tendsto`.

```lean
/-- If the terms `a n * w ^ n` tend to zero, the series with coefficients `a` has radius of
convergence at least `|w|`. -/
theorem norm_le_radius (a : ℕ → ℂ) (w : ℂ) (h : Tendsto (fun n => a n * w ^ n) atTop (𝓝 0)) :
    ENNReal.ofReal ‖w‖ ≤ (FormalMultilinearSeries.ofScalars ℂ a).radius := by
  have e : ENNReal.ofReal ‖w‖ = (‖w‖₊ : ℝ≥0∞) := by
    rw [← coe_nnnorm, ENNReal.ofReal_coe_nnreal]
  have hn : ∀ n, ‖FormalMultilinearSeries.ofScalars ℂ a n‖ = ‖a n‖ := fun n =>
    FormalMultilinearSeries.ofScalars_norm ℂ a n
  rw [e]
  apply FormalMultilinearSeries.le_radius_of_tendsto _ (l := 0)
  simpa only [hn, norm_mul, norm_pow, norm_zero, coe_nnnorm] using h.norm
```

`HasFPowerSeriesOnBall` with radius R says three things: R is at most the radius of the series, R is positive, and the series at y sums to f(c + y) for |y| < R. Here `hd` is holomorphy on the disc, and `hs` is Taylor's theorem, taken from `Complex.hasSum_taylorSeries_on_ball` with the factors reordered. For the first of the three parts, each real r with 0 ≤ r < R makes the series summable, its terms tend to zero, and `norm_le_radius` bounds the radius below by r.

```lean
/-- The Taylor series at `c` sums to the Fermi function on the open disc of radius
`√(c² + (π τ)²)` about `c`. -/
theorem taylorSeries_on_disc {τ : ℝ} (hτ : 0 < τ) (c : ℝ) :
    HasFPowerSeriesOnBall (fermi τ) (taylorSeries τ c) c (ENNReal.ofReal (reach τ c)) := by
  have hR : 0 < reach τ c := by
    unfold reach
    exact Real.sqrt_pos.2 (by positivity)
  -- the Fermi function is holomorphic on the disc
  have hd : DifferentiableOn ℂ (fermi τ) (Metric.ball (c : ℂ) (reach τ c)) := by
    intro z hz
    have hne := denominator_ne_zero hτ (mem_ball_iff_norm.1 hz)
    have h1 : DifferentiableAt ℂ (fun w : ℂ => 1 + Complex.exp (w / τ)) z :=
      (differentiableAt_id.div_const (τ : ℂ)).cexp.const_add 1
    have h2 := (differentiableAt_const (1 : ℂ)).div h1 hne
    exact h2.differentiableWithinAt
  have hs : ∀ y : ℂ, ‖y‖ < reach τ c →
      HasSum (fun n => taylorCoeff τ c n * y ^ n) (fermi τ (c + y)) := by
    intro y hy
    have hz : (c : ℂ) + y ∈ Metric.ball (c : ℂ) (reach τ c) := by
      rw [mem_ball_iff_norm, add_sub_cancel_left]
      exact hy
    have h := Complex.hasSum_taylorSeries_on_ball hd hz
    have e : (fun n : ℕ => taylorCoeff τ c n * y ^ n) = fun n : ℕ =>
        (n.factorial : ℂ)⁻¹ • ((c : ℂ) + y - c) ^ n • iteratedDeriv n (fermi τ) c := by
      funext n
      simp only [taylorCoeff, smul_eq_mul, add_sub_cancel_left]
      ring
    rw [e]
    exact h
  refine ⟨?_, ENNReal.ofReal_pos.2 hR, fun {y} hy => ?_⟩
  · refine ENNReal.le_of_forall_nnreal_lt fun r hr => ?_
    rw [← ENNReal.ofReal_coe_nnreal, ENNReal.ofReal_lt_ofReal_iff hR] at hr
    have hw : ‖((r : ℝ) : ℂ)‖ = r := by
      rw [Complex.norm_real]
      exact Real.norm_of_nonneg r.coe_nonneg
    have h := norm_le_radius _ _
      (hs ((r : ℝ) : ℂ) (by rw [hw]; exact hr)).summable.tendsto_atTop_zero
    rw [hw, ENNReal.ofReal_coe_nnreal] at h
    exact h
  · have hy' : edist y 0 < ENNReal.ofReal (reach τ c) := hy
    rw [edist_dist, dist_zero_right, ENNReal.ofReal_lt_ofReal_iff hR] at hy'
    simpa only [taylorSeries, FormalMultilinearSeries.ofScalars_apply_eq, smul_eq_mul]
      using hs y hy'
```

The main theorem reads: for τ > 0, real c and any series p that sums to f on some disc of positive radius about c, which is what `HasFPowerSeriesAt (fermi τ) p c` means, the radius of p equals R. Uniqueness of power series, `hp.eq_formalMultilinearSeries`, replaces p by the Taylor series, and `hb.r_le` is the lower bound. Under the assumption `hlt` of a larger radius, `hg` is continuity of g at y₀ and `hF` is continuity of the product. The limit y → y₀ is taken through closures: `hcl` puts y₀ in the closure of the disc, `hsub` says the product maps the disc into {1}, and `h1` concludes that it equals 1 at y₀. Then `h0` sets the denominator to zero.

```lean
/-- Any power series of the Fermi function at a real energy `c` has radius of convergence
exactly `√(c² + (π τ)²)`. -/
theorem radius_eq {τ : ℝ} (hτ : 0 < τ) (c : ℝ) (p : FormalMultilinearSeries ℂ ℂ ℂ)
    (hp : HasFPowerSeriesAt (fermi τ) p c) : p.radius = ENNReal.ofReal (reach τ c) := by
  have hb := taylorSeries_on_disc hτ c
  have hR : 0 < reach τ c := ENNReal.ofReal_pos.1 hb.r_pos
  rw [hp.eq_formalMultilinearSeries hb.hasFPowerSeriesAt]
  refine le_antisymm (not_lt.1 fun hlt => ?_) hb.r_le
  -- a larger radius makes the sum of the series continuous at the nearest pole
  have hy : edist (pole τ 0 - c) 0 < (taylorSeries τ c).radius := by
    rw [edist_dist, dist_zero_right, (nearest_pole τ c).2]
    exact hlt
  have hg : ContinuousAt (taylorSeries τ c).sum (pole τ 0 - c) :=
    (((taylorSeries τ c).hasFPowerSeriesOnBall (hb.r_pos.trans hlt)).analyticAt_of_mem
      hy).continuousAt
  have he : Continuous fun y : ℂ => 1 + Complex.exp ((c + y) / τ) := by fun_prop
  have hF : ContinuousAt
      (fun y : ℂ => (taylorSeries τ c).sum y * (1 + Complex.exp ((c + y) / τ)))
      (pole τ 0 - c) := hg.mul he.continuousAt
  have hcl : pole τ 0 - c ∈ closure (Metric.ball (0 : ℂ) (reach τ c)) := by
    rw [closure_ball _ hR.ne', mem_closedBall_zero_iff, (nearest_pole τ c).2]
  -- sum times denominator is 1 inside the disc, hence also at the pole
  have hsub : (fun y : ℂ => (taylorSeries τ c).sum y * (1 + Complex.exp ((c + y) / τ))) ''
      Metric.ball (0 : ℂ) (reach τ c) ⊆ {1} := by
    rintro _ ⟨y, hyb, rfl⟩
    have hn : ‖y‖ < reach τ c := mem_ball_zero_iff.1 hyb
    have hye : edist y 0 < ENNReal.ofReal (reach τ c) := by
      rw [edist_dist, dist_zero_right, ENNReal.ofReal_lt_ofReal_iff hR]
      exact hn
    have hsum : fermi τ (c + y) = (taylorSeries τ c).sum y := hb.sum hye
    have hne := denominator_ne_zero (c := c) (z := c + y) hτ
      (by rw [add_sub_cancel_left]; exact hn)
    show (taylorSeries τ c).sum y * (1 + Complex.exp ((c + y) / τ)) = 1
    rw [← hsum, fermi]
    exact one_div_mul_cancel hne
  have h1 : (taylorSeries τ c).sum (pole τ 0 - c) *
      (1 + Complex.exp ((c + (pole τ 0 - c)) / τ)) = 1 :=
    closure_minimal hsub isClosed_singleton (hF.continuousWithinAt.mem_closure_image hcl)
  have h0 := (denominator_eq_zero_iff hτ.ne' ((c : ℂ) + (pole τ 0 - c))).2 ⟨0, by ring⟩
  rw [h0, mul_zero] at h1
  exact zero_ne_one h1
```

At c = 0, `hr` evaluates R = πτ, using τ > 0. The theorem states that the Taylor series represents f near 0 and that every series doing so has radius πτ.

```lean
/-- The Fermi function has a power series at zero energy, and any such series has radius of
convergence exactly `π τ`. -/
theorem radius_at_zero {τ : ℝ} (hτ : 0 < τ) :
    HasFPowerSeriesAt (fermi τ) (taylorSeries τ 0) 0 ∧
      ∀ p : FormalMultilinearSeries ℂ ℂ ℂ, HasFPowerSeriesAt (fermi τ) p 0 →
        p.radius = ENNReal.ofReal (π * τ) := by
  have hr : reach τ 0 = π * τ := by
    rw [reach, show (0 : ℝ) ^ 2 + (π * τ) ^ 2 = (π * τ) ^ 2 by ring,
      Real.sqrt_sq (by positivity)]
  refine ⟨?_, fun p hp => ?_⟩
  · have h := (taylorSeries_on_disc hτ 0).hasFPowerSeriesAt
    rwa [Complex.ofReal_zero] at h
  · rw [← hr]
    exact radius_eq hτ 0 p (by rw [Complex.ofReal_zero]; exact hp)
```

Step 6 is stated for complex z and every candidate limit L. `h1` subtracts the sequence from its shift by one, `h2` identifies the difference as a single term, and `h3` is |z − c| ≤ R. The level at 4τ is the case c = 0, z = 4τ.

```lean
/-- At an energy farther from `c` than `√(c² + (π τ)²)` the Taylor polynomials have no limit. -/
theorem taylorPoly_diverges {τ c : ℝ} (hτ : 0 < τ) {z : ℂ} (hz : reach τ c < ‖z - c‖) (L : ℂ) :
    ¬ Tendsto (fun N => taylorPoly τ c N z) atTop (𝓝 L) := by
  intro h
  have h1 := (h.comp (tendsto_add_atTop_nat 1)).sub h
  rw [sub_self] at h1
  have h2 : Tendsto (fun n => taylorCoeff τ c n * (z - c) ^ n) atTop (𝓝 0) :=
    h1.congr fun n => by simp [taylorPoly, Finset.sum_range_succ]
  have hr := radius_eq hτ c _ (taylorSeries_on_disc hτ c).hasFPowerSeriesAt
  have h3 : ENNReal.ofReal ‖z - c‖ ≤ ENNReal.ofReal (reach τ c) :=
    le_of_le_of_eq (norm_le_radius _ _ h2) hr
  have hR : 0 ≤ reach τ c := Real.sqrt_nonneg _
  exact absurd hz (not_lt.2 ((ENNReal.ofReal_le_ofReal_iff hR).1 h3))
```

The first half of step 7 holds for all τ and N. `h1` shifts the eigenvalue, `hpow` is the induction on the power, and a second induction on N adds the terms.

```lean
/-- If `H v = ε v`, the Taylor polynomial of `H` multiplies `v` by the Taylor polynomial
at `ε`. -/
theorem taylorMat_mulVec {m : Type*} [Fintype m] [DecidableEq m] (τ c : ℝ) {H : Matrix m m ℂ}
    {v : m → ℂ} {ε : ℂ} (hv : H *ᵥ v = ε • v) (N : ℕ) :
    taylorMat τ c N H *ᵥ v = taylorPoly τ c N ε • v := by
  have hs : ∀ (a : ℂ) (M : Matrix m m ℂ), (a • M) *ᵥ v = a • M *ᵥ v := fun a M => by
    exact Matrix.smul_mulVec _ _ _
  have h1 : (H - (c : ℂ) • (1 : Matrix m m ℂ)) *ᵥ v = (ε - c) • v := by
    rw [Matrix.sub_mulVec, hs, Matrix.one_mulVec, hv, sub_smul]
  have hpow : ∀ n : ℕ, (H - (c : ℂ) • (1 : Matrix m m ℂ)) ^ n *ᵥ v = (ε - c) ^ n • v := by
    intro n
    induction n with
    | zero => simp
    | succ n ih =>
      rw [pow_succ', ← Matrix.mulVec_mulVec, ih, Matrix.mulVec_smul, h1, smul_smul, pow_succ]
  unfold taylorMat taylorPoly
  induction N with
  | zero => simp
  | succ N ih =>
    simp only [Finset.sum_range_succ, Matrix.add_mulVec, ih, hs, hpow, smul_smul, add_smul]
```

The final theorem takes any H, a non-zero v of arbitrary length and an eigenvalue ε with |ε − c| > R. H need not be Hermitian and ε may be complex. Convergence of matrices is entrywise, and a 1 × 1 matrix recovers the single level. `hc` is continuity of M ↦ (Mv)ᵢ/vᵢ, which carries a limit L of T_N(H) to a limit of T_N(ε).

```lean
/-- If `H` has an eigenvalue farther from `c` than `√(c² + (π τ)²)`, the Taylor polynomials
of `H` converge to no matrix. -/
theorem taylorMat_diverges {m : Type*} [Fintype m] [DecidableEq m] {τ c : ℝ} (hτ : 0 < τ)
    {H : Matrix m m ℂ} {v : m → ℂ} {ε : ℂ} (hv0 : v ≠ 0) (hv : H *ᵥ v = ε • v)
    (hε : reach τ c < ‖ε - c‖) (L : Matrix m m ℂ) :
    ¬ Tendsto (fun N => taylorMat τ c N H) atTop (𝓝 L) := by
  intro h
  obtain ⟨i, hi⟩ := Function.ne_iff.1 hv0
  have hi' : v i ≠ 0 := hi
  -- read the scalar polynomial off a non-zero component of the eigenvector
  have hc : Continuous fun M : Matrix m m ℂ => (M *ᵥ v) i / v i :=
    ((continuous_apply i).comp (continuous_id.matrix_mulVec continuous_const)).div_const _
  apply taylorPoly_diverges hτ hε ((L *ᵥ v) i / v i)
  refine ((hc.tendsto L).comp h).congr fun N => ?_
  simp only [Function.comp_apply, taylorMat_mulVec τ c hv, Pi.smul_apply, smul_eq_mul]
  exact mul_div_cancel_right₀ _ hi'

end

end FermiTaylorRadius
```

```lean
#print axioms FermiTaylorRadius.taylorSeries_on_disc
#print axioms FermiTaylorRadius.radius_at_zero
#print axioms FermiTaylorRadius.taylorMat_diverges
```

```
'FermiTaylorRadius.taylorSeries_on_disc' depends on axioms: [propext, Classical.choice, Quot.sound]
'FermiTaylorRadius.radius_at_zero' depends on axioms: [propext, Classical.choice, Quot.sound]
'FermiTaylorRadius.taylorMat_diverges' depends on axioms: [propext, Classical.choice, Quot.sound]
```

The theorems leave open the circle |z − c| = R, the convergence of T_N(H) when all eigenvalues lie inside the disc, the rate of convergence, and operators in infinite dimension. The divergence concerns Taylor polynomials about one centre and says nothing against other polynomial approximations of f on a real interval.

The same steps should carry over to the Bose function 1/(exp(z/τ) − 1), though no Lean statement above treats it. Its denominator vanishes at 2πiτn, at distance √(c² + (2πτn)²) from c, so for real c ≠ 0 the nearest zero is z = 0 and one expects the radius |c|, independent of τ.
